# A positive quartic term keeps the classical free energy of a soft mode finite at zero stiffness

At zero harmonic stiffness and inverse temperature $\beta>0$, a purely harmonic mode has Boltzmann factor 1 at every displacement $x$, which integrates to infinity over the line, whereas a quartic potential $bx^4$ with $b>0$ gives $e^{-\beta bx^4}$, whose integral is finite. The file below extends this comparison to every real stiffness $a$ and follows the free energy as $a$ passes through zero.

```lean
import Mathlib

open MeasureTheory Filter Topology
open scoped Real

namespace SoftModeThermodynamics

noncomputable section

/-- Boltzmann factor of a mode with potential energy `a x² / 2 + b x⁴` at inverse
temperature `β`. -/
def boltzmann (β a b x : ℝ) : ℝ :=
  Real.exp (-β * (a * x ^ 2 / 2 + b * x ^ 4))

/-- Classical configuration integral of the mode: the Boltzmann factor integrated over all
displacements. -/
def configIntegral (β a b : ℝ) : ℝ :=
  ∫ x : ℝ, boltzmann β a b x

/-- Configurational free energy in units of the thermal energy, `-ln Z`, for parameters at
which the configuration integral `Z` is finite and positive. -/
def reducedFreeEnergy (β a b : ℝ) : ℝ :=
  -Real.log (configIntegral β a b)

/-- For `b > 0` the potential is nowhere below the parabola `x²` lowered by a constant, whatever the
sign of the harmonic stiffness `a`. -/
theorem parabola_le_potential {b : ℝ} (hb : 0 < b) (a x : ℝ) :
    x ^ 2 - (1 - a / 2) ^ 2 / (4 * b) ≤ a * x ^ 2 / 2 + b * x ^ 4 := by
  -- the difference is a complete square
  have h : a * x ^ 2 / 2 + b * x ^ 4 - (x ^ 2 - (1 - a / 2) ^ 2 / (4 * b))
      = (2 * b * x ^ 2 - (1 - a / 2)) ^ 2 / (4 * b) := by
    field_simp
    ring
  have h0 : 0 ≤ (2 * b * x ^ 2 - (1 - a / 2)) ^ 2 / (4 * b) := by positivity
  linarith

/-- For `β, b > 0` the Boltzmann factor is integrable for every real stiffness `a`. -/
theorem boltzmann_integrable {β b : ℝ} (hβ : 0 < β) (hb : 0 < b) (a : ℝ) :
    Integrable (boltzmann β a b) := by
  have hc : Continuous (boltzmann β a b) := by
    change Continuous fun x : ℝ => Real.exp (-β * (a * x ^ 2 / 2 + b * x ^ 4))
    fun_prop
  -- a Gaussian dominates the Boltzmann factor
  refine ((integrable_exp_neg_mul_sq hβ).const_mul
    (Real.exp (β * ((1 - a / 2) ^ 2 / (4 * b))))).mono' hc.aestronglyMeasurable
    (Eventually.of_forall fun x => ?_)
  rw [boltzmann, Real.norm_eq_abs, Real.abs_exp, ← Real.exp_add]
  apply Real.exp_le_exp.mpr
  have h := mul_le_mul_of_nonneg_left (parabola_le_potential hb a x) hβ.le
  linarith

/-- Without the quartic term, and for `β > 0`, the Boltzmann factor is integrable exactly
when the stiffness `a` is positive. -/
theorem harmonic_integrable_iff {β : ℝ} (hβ : 0 < β) (a : ℝ) :
    Integrable (boltzmann β a 0) ↔ 0 < a := by
  have e : boltzmann β a 0 = fun x : ℝ => Real.exp (-(β * a / 2) * x ^ 2) := by
    funext x
    rw [boltzmann]
    congr 1
    ring
  rw [e, integrable_exp_neg_mul_sq_iff]
  constructor
  · intro h
    by_contra hn
    have hn' : 0 ≤ -a := by linarith
    have := mul_nonneg hβ.le hn'
    linarith
  · intro h
    positivity

/-- For `β > 0`, stiffening the mode lowers (or leaves unchanged) the Boltzmann factor at
every displacement. -/
theorem boltzmann_antitone {β a a' : ℝ} (hβ : 0 < β) (h : a ≤ a') (b x : ℝ) :
    boltzmann β a' b x ≤ boltzmann β a b x := by
  apply Real.exp_le_exp.mpr
  have := mul_nonneg hβ.le (mul_nonneg (sub_nonneg.2 h) (sq_nonneg x))
  linarith

/-- For `β, b > 0` the configuration integral is positive for every real stiffness `a`. -/
theorem configIntegral_pos {β b : ℝ} (hβ : 0 < β) (hb : 0 < b) (a : ℝ) :
    0 < configIntegral β a b := by
  have hs : Function.support (boltzmann β a b) = Set.univ := by
    ext x
    simp [boltzmann, Real.exp_ne_zero]
  have h0 : 0 ≤ boltzmann β a b := fun x => (Real.exp_pos _).le
  -- a nonnegative integrable function with full support has a positive integral
  exact (integral_pos_iff_support_of_nonneg h0 (boltzmann_integrable hβ hb a)).2
    (by rw [hs]; simp)

/-- For `β, b > 0` the configuration integral is a continuous function of the stiffness `a`
on the whole real line. -/
theorem configIntegral_continuous {β b : ℝ} (hβ : 0 < β) (hb : 0 < b) :
    Continuous fun a => configIntegral β a b := by
  refine continuous_iff_continuousAt.2 fun a₀ => ?_
  -- near `a₀` the Boltzmann factor of the softer mode `a₀ - 1` dominates
  refine continuousAt_of_dominated (F := fun a x => boltzmann β a b x)
    (bound := boltzmann β (a₀ - 1) b)
    (Eventually.of_forall fun a => (boltzmann_integrable hβ hb a).aestronglyMeasurable)
    ?_ (boltzmann_integrable hβ hb _) (Eventually.of_forall fun x => ?_)
  · filter_upwards [lt_mem_nhds (show a₀ - 1 < a₀ by linarith)] with a ha
    refine Eventually.of_forall fun x => ?_
    have h := boltzmann_antitone hβ ha.le b x
    have hp : 0 < boltzmann β a b x := Real.exp_pos _
    rwa [Real.norm_eq_abs, abs_of_pos hp]
  · have hc : Continuous fun a : ℝ => Real.exp (-β * (a * x ^ 2 / 2 + b * x ^ 4)) := by
      fun_prop
    exact hc.continuousAt

/-- The configuration integral of a harmonic mode with `β, a > 0` is `√(2π / (β a))`. -/
theorem harmonic_configIntegral {β a : ℝ} (hβ : 0 < β) (ha : 0 < a) :
    configIntegral β a 0 = Real.sqrt (2 * π / (β * a)) := by
  have e : ∀ x : ℝ, boltzmann β a 0 x = Real.exp (-(β * a / 2) * x ^ 2) := by
    intro x
    rw [boltzmann]
    congr 1
    ring
  have e' : π / (β * a / 2) = 2 * π / (β * a) := by
    have := hβ.ne'
    have := ha.ne'
    field_simp
  simp only [configIntegral, e]
  rw [integral_gaussian, e']

/-- For `β, a, b > 0` the configuration integral is at most its harmonic value. -/
theorem configIntegral_le_harmonic {β a b : ℝ} (hβ : 0 < β) (ha : 0 < a) (hb : 0 < b) :
    configIntegral β a b ≤ Real.sqrt (2 * π / (β * a)) := by
  rw [← harmonic_configIntegral hβ ha]
  refine integral_mono (boltzmann_integrable hβ hb a)
    ((harmonic_integrable_iff hβ a).2 ha) fun x => ?_
  apply Real.exp_le_exp.mpr
  have : 0 ≤ β * (b * x ^ 4) := by positivity
  linarith

/-- For `β, b > 0` the free energy `-ln Z` is continuous in the stiffness `a` and bounded on
every interval `|a| ≤ A`, whereas the harmonic free energy tends to minus infinity as `a`
tends to zero from above. -/
theorem soft_mode_free_energy {β b : ℝ} (hβ : 0 < β) (hb : 0 < b) :
    (Continuous fun a => reducedFreeEnergy β a b) ∧
    (∀ A : ℝ, ∃ C : ℝ, ∀ a : ℝ, |a| ≤ A → |reducedFreeEnergy β a b| ≤ C) ∧
    Tendsto (fun a => reducedFreeEnergy β a 0) (𝓝[>] 0) atBot := by
  refine ⟨?_, ?_, ?_⟩
  · exact ((configIntegral_continuous hβ hb).log
      fun a => (configIntegral_pos hβ hb a).ne').neg
  · -- the free energy grows with `a`, so the end points of the interval bound it
    have mono : ∀ a a' : ℝ, a ≤ a' → reducedFreeEnergy β a b ≤ reducedFreeEnergy β a' b :=
      fun a a' h => neg_le_neg (Real.log_le_log (configIntegral_pos hβ hb a')
        (integral_mono (boltzmann_integrable hβ hb a') (boltzmann_integrable hβ hb a)
          fun x => boltzmann_antitone hβ h b x))
    intro A
    refine ⟨max |reducedFreeEnergy β (-A) b| |reducedFreeEnergy β A b|, fun a ha => ?_⟩
    exact abs_le_max_abs_abs (mono _ _ (abs_le.1 ha).1) (mono _ _ (abs_le.1 ha).2)
  · -- the Gaussian width diverges, and with it the logarithm
    have h1 : Tendsto (fun a : ℝ => 2 * π / β * a⁻¹) (𝓝[>] 0) atTop :=
      tendsto_inv_nhdsGT_zero.const_mul_atTop (by positivity)
    have h2 := tendsto_neg_atTop_atBot.comp
      (Real.tendsto_log_atTop.comp (Real.tendsto_sqrt_atTop.comp h1))
    refine h2.congr' ?_
    filter_upwards [self_mem_nhdsWithin] with a ha
    have ha' : 0 < a := ha
    have e : 2 * π / β * a⁻¹ = 2 * π / (β * a) := by
      rw [← div_eq_mul_inv, div_div]
    simp only [Function.comp_apply, reducedFreeEnergy, harmonic_configIntegral hβ ha', e]

/-- For `β, b > 0` the anharmonic correction to the free energy `-ln Z` tends to plus
infinity as the stiffness `a` tends to zero from above. -/
theorem anharmonic_correction_diverges {β b : ℝ} (hβ : 0 < β) (hb : 0 < b) :
    Tendsto (fun a => reducedFreeEnergy β a b - reducedFreeEnergy β a 0)
      (𝓝[>] 0) atTop := by
  obtain ⟨hc, -, hh⟩ := soft_mode_free_energy hβ hb
  have h1 : Tendsto (fun a => reducedFreeEnergy β a b) (𝓝[>] 0)
      (𝓝 (reducedFreeEnergy β 0 b)) := (hc.tendsto 0).mono_left nhdsWithin_le_nhds
  have h2 := h1.add_atTop (tendsto_neg_atBot_atTop.comp hh)
  refine h2.congr fun a => ?_
  simp only [Function.comp_apply, sub_eq_add_neg]

end

end SoftModeThermodynamics
```

```lean
#print axioms SoftModeThermodynamics.configIntegral_le_harmonic
#print axioms SoftModeThermodynamics.soft_mode_free_energy
#print axioms SoftModeThermodynamics.anharmonic_correction_diverges
```

```
'SoftModeThermodynamics.configIntegral_le_harmonic' depends on axioms: [propext, Classical.choice, Quot.sound]
'SoftModeThermodynamics.soft_mode_free_energy' depends on axioms: [propext, Classical.choice, Quot.sound]
'SoftModeThermodynamics.anharmonic_correction_diverges' depends on axioms: [propext, Classical.choice, Quot.sound]
```

## One classical mode with variable stiffness

The potential is $V(x)=ax^2/2+bx^4$, where $x$ is the mode's displacement. The definitions translate directly:

- `boltzmann β a b x` is $e^{-\beta V(x)}$.
- `configIntegral β a b` is $Z(a)=\int_{-\infty}^{\infty}e^{-\beta V(x)}\,dx$.
- `reducedFreeEnergy β a b` is $F(a)=-\ln Z(a)$, the configurational free energy in units of the thermal energy.

Setting $b=0$ in the same definitions gives the harmonic mode, with free energy $F_0(a)$.

The hypothesis $b>0$ stands for a restoring force that wins at large displacement. It is assumed here, not derived from a crystal's interatomic potential. The stiffness may have either sign; for $a<0$ the potential is a double well.

For $\beta,b>0$, the theorems say that $Z$ is finite, positive and continuous on the whole real line. `soft_mode_free_energy` adds three statements: $F$ is continuous, it is bounded on each interval $|a|\le A$, and $F_0(a)\to-\infty$ as $a\to0^+$. The notation `𝓝[>] 0` means that $a$ approaches zero through positive values only. `anharmonic_correction_diverges` concludes that $F(a)-F_0(a)\to+\infty$ in that limit.

Finiteness of $Z$ is carried by `boltzmann_integrable`, not by the type of `configIntegral`: Lean assigns the value 0 to the integral of a non-integrable function, so `configIntegral β 0 0` is a real number without physical meaning.

The variables are plain real numbers, so units have been fixed beforehand. A change of length unit shifts $F$ and $F_0$ by the same constant and leaves their difference alone. The model is classical, with a single uncoupled mode and fixed $b$; the kinetic contribution is left out.

For lattice-dynamics calculations the consequence, within this one-mode classical model, is that the anharmonic correction to a harmonic free energy cannot be treated as small when the mode's stiffness approaches zero.

## A Gaussian bound makes the integral finite

Subtract $x^2$ from the potential and complete the square:

$$
V(x)-x^2+\frac{(1-a/2)^2}{4b}
=\frac{\bigl(2bx^2-(1-a/2)\bigr)^2}{4b}\ge0 .
$$

This is `parabola_le_potential`; `field_simp` and `ring` check the identity, and `positivity` supplies the sign. Multiplying by $-\beta$ and exponentiating gives

$$
e^{-\beta V(x)}\le
\exp\!\left(\frac{\beta(1-a/2)^2}{4b}\right)e^{-\beta x^2}.
$$

The right-hand side is a constant times an integrable Gaussian, so $Z(a)$ is finite for every real $a$. In `boltzmann_integrable`, `mono'` performs this comparison.

The integrand is integrable and strictly positive everywhere, so its support is the whole line and its integral is positive. That is `configIntegral_pos`.

For $b=0$ the integrand is $e^{-(\beta a/2)x^2}$, which is integrable exactly when $a>0$. This is `harmonic_integrable_iff`, and it shows what the quartic term contributes at $a\le0$.

## A softer mode controls the continuity

If $a\le a'$, the two potentials differ by $(a'-a)x^2/2\ge0$. The Boltzmann factor of the stiffer mode is therefore no larger at any $x$, as `boltzmann_antitone` states.

To prove continuity at $a_0$, consider stiffnesses $a>a_0-1$. At every $x$ their Boltzmann factors are at most the one at $a_0-1$, which is integrable by the previous bound. At fixed $x$, the Boltzmann factor is continuous in $a$. Dominated convergence then allows the limit to pass through the integral:

$$
\lim_{a\to a_0}Z(a)=Z(a_0).
$$

`configIntegral_continuous` gives these ingredients to `continuousAt_of_dominated`. Since $Z$ is positive, $F=-\ln Z$ is continuous too.

Integrating the pointwise inequality gives $Z(a')\le Z(a)$, hence $F(a)\le F(a')$. For $|a|\le A$ this means

$$
F(-A)\le F(a)\le F(A),\qquad
|F(a)|\le\max\{|F(-A)|,|F(A)|\}.
$$

The local statement `mono` supplies the first pair of inequalities, and `abs_le_max_abs_abs` turns them into the second.

## The harmonic logarithm diverges

For $a>0$, the Gaussian integral gives

$$
Z_0(a)=\int_{-\infty}^{\infty}e^{-(\beta a/2)x^2}\,dx
=\sqrt{\frac{\pi}{\beta a/2}}
=\sqrt{\frac{2\pi}{\beta a}} .
$$

This is `harmonic_configIntegral`. Because $bx^4\ge0$, restoring the quartic term can only lower the integrand, so $Z(a)\le Z_0(a)$; `configIntegral_le_harmonic` obtains this with `integral_mono`.

As $a\to0^+$, the quantity $2\pi/(\beta a)$ tends to $+\infty$. So do its square root and the logarithm of that root, and therefore

$$
F_0(a)=-\ln\sqrt{\frac{2\pi}{\beta a}}\longrightarrow-\infty .
$$

The Lean proof composes these limits in the same order, then uses `congr'` to identify the result with `reducedFreeEnergy β a 0` at positive $a$.

Meanwhile $F(a)\to F(0)$, a finite number, by continuity. Adding $-F_0(a)\to+\infty$ gives the divergence of the correction, which is the step `add_atTop` in the last theorem.

## The harmonic inequality does not bound the free energy near zero

The inequality $Z(a)\le Z_0(a)$ can be misread as the source of the boundedness. Taking $-\ln$ reverses it to $F(a)\ge F_0(a)$, a lower bound that itself falls to $-\infty$ as $a\to0^+$. It would permit $F$ to diverge as well. Boundedness comes from the finite, positive values of $Z$ at the endpoints $\pm A$, together with monotonicity in $a$.
